# The ordered product of the six bonds around a honeycomb plaquette squares to one and commutes with each bond

For three spins on a triangle, with Pauli operators $X_j, Y_j, Z_j$ on site $j$, the bonds $Z_0Z_1$, $X_1X_2$, $Y_2Y_0$ multiply to $i\,X_0Y_1Z_2$, because the two factors on each site combine into the third Pauli operator and a phase. On a hexagon of six distinct sites the same regrouping leaves no phase, and the resulting operator commutes with all six bonds.

```lean
import Mathlib

open Function

namespace HoneycombPlaquette

/-- The three spin axes. -/
inductive Axis
  | x | y | z
  deriving DecidableEq

variable {ι A : Type*} [Ring A] [Algebra ℂ A]

/-- The Pauli relations for spins on the sites `ι`: squares are one, products on a site are
cyclic with a factor `i`, and operators on different sites commute. -/
structure IsPauli (σ : Axis → ι → A) : Prop where
  sq : ∀ a j, σ a j * σ a j = 1
  xy : ∀ j, σ .x j * σ .y j = Complex.I • σ .z j
  yz : ∀ j, σ .y j * σ .z j = Complex.I • σ .x j
  zx : ∀ j, σ .z j * σ .x j = Complex.I • σ .y j
  comm : ∀ a b j k, j ≠ k → Commute (σ a j) (σ b k)

/-- The axis of the bond that leaves the hexagon at each of its six sites. -/
def outward : Fin 6 → Axis := ![.x, .y, .z, .x, .y, .z]

/-- The axis of the ring bond from site `k` to site `k + 1`. -/
def bondAxis : Fin 6 → Axis := ![.z, .x, .y, .z, .x, .y]

/-- The ring bond between the sites `k` and `k + 1` (cyclically) of the hexagon `p`. -/
def bond (σ : Axis → ι → A) (p : Fin 6 → ι) (k : Fin 6) : A :=
  σ (bondAxis k) (p k) * σ (bondAxis k) (p (k + 1))

/-- The plaquette operator `W = X Y Z X Y Z` around the hexagon `p`. -/
def flux (σ : Axis → ι → A) (p : Fin 6 → ι) : A :=
  σ .x (p 0) * σ .y (p 1) * σ .z (p 2) * σ .x (p 3) * σ .y (p 4) * σ .z (p 5)

variable {σ : Axis → ι → A} {p : Fin 6 → ι}

/-- Pauli operators along different axes on the same site anticommute. -/
theorem IsPauli.anticomm (h : IsPauli σ) {a b : Axis} (hab : a ≠ b) (j : ι) :
    σ a j * σ b j = -(σ b j * σ a j) := by
  have core : ∀ s t u : A, s * s = 1 → t * t = 1 → u * u = 1 → s * t = Complex.I • u →
      s * t = -(t * s) := by
    intro s t u hs ht hu hst
    have e : s * t * (s * t) = -1 := by
      rw [hst]
      simp only [smul_mul_assoc, mul_smul_comm, smul_smul, hu, Complex.I_mul_I, neg_smul,
        one_smul]
    have e2 : t * s = -(s * t) := calc
      t * s = (s * s) * (t * s) * (t * t) := by rw [hs, ht, one_mul, mul_one]
      _ = s * (s * t * (s * t)) * t := by simp only [mul_assoc]
      _ = -(s * t) := by rw [e, mul_neg, mul_one, neg_mul]
    rw [e2, neg_neg]
  have xy := core _ _ _ (h.sq .x j) (h.sq .y j) (h.sq .z j) (h.xy j)
  have yz := core _ _ _ (h.sq .y j) (h.sq .z j) (h.sq .x j) (h.yz j)
  have zx := core _ _ _ (h.sq .z j) (h.sq .x j) (h.sq .y j) (h.zx j)
  cases a <;> cases b
  · exact absurd rfl hab
  · exact xy
  · rw [zx, neg_neg]
  · rw [xy, neg_neg]
  · exact absurd rfl hab
  · exact yz
  · exact zx
  · rw [yz, neg_neg]
  · exact absurd rfl hab

/-- The ordered product of the six ring bonds of a hexagon with distinct sites is the
plaquette operator, with no left-over phase. -/
theorem bond_product (h : IsPauli σ) (hp : Injective p) :
    bond σ p 0 * bond σ p 1 * bond σ p 2 * bond σ p 3 * bond σ p 4 * bond σ p 5
      = flux σ p := by
  have c : ∀ b m, (0 : Fin 6) ≠ m → Commute (σ .y (p 0)) (σ b (p m)) :=
    fun b m hm => h.comm _ _ _ _ (hp.ne hm)
  have hc := ((((c .y 1 (by decide)).mul_right (c .z 2 (by decide))).mul_right
    (c .x 3 (by decide))).mul_right (c .y 4 (by decide))).mul_right (c .z 5 (by decide))
  have zy : σ .z (p 0) * σ .y (p 0) = -(Complex.I • σ .x (p 0)) := by
    rw [h.anticomm (by decide : Axis.z ≠ Axis.y), h.yz]
  have I6 : Complex.I ^ 5 * Complex.I = -1 := by
    calc Complex.I ^ 5 * Complex.I = (Complex.I ^ 2) ^ 3 := by ring
      _ = -1 := by rw [Complex.I_sq]; norm_num
  -- regroup the factors site by site
  calc _ = σ .z (p 0) * ((σ .z (p 1) * σ .x (p 1)) * (σ .x (p 2) * σ .y (p 2))
        * (σ .y (p 3) * σ .z (p 3)) * (σ .z (p 4) * σ .x (p 4))
        * (σ .x (p 5) * σ .y (p 5))) * σ .y (p 0) := by
          simp only [bond, mul_assoc]
          rfl
    _ = Complex.I ^ 5 • (σ .z (p 0) * ((σ .y (p 1) * σ .z (p 2) * σ .x (p 3) * σ .y (p 4)
        * σ .z (p 5)) * σ .y (p 0))) := by
      simp only [h.zx, h.xy, h.yz]
      simp only [smul_mul_assoc, mul_smul_comm, smul_smul, mul_assoc]
      module
    -- bring the last factor back to the first site
    _ = flux σ p := by
      rw [← hc.eq, ← mul_assoc (σ .z (p 0)), zy]
      simp only [flux, neg_mul, smul_mul_assoc, smul_neg, smul_smul, I6, neg_smul, one_smul,
        neg_neg, mul_assoc]

/-- On a hexagon with distinct sites, a Pauli operator on a ring site anticommutes with the
plaquette operator if its axis is not the outward one. -/
theorem site_anticomm (h : IsPauli σ) (hp : Injective p) (k : Fin 6) {a : Axis}
    (ha : a ≠ outward k) : σ a (p k) * flux σ p = -(flux σ p * σ a (p k)) := by
  -- only the factor on the same site changes sign
  have hs : ∀ m, SemiconjBy (σ a (p k)) (σ (outward m) (p m))
      (if m = k then -σ (outward m) (p m) else σ (outward m) (p m)) := by
    intro m
    split_ifs with hm
    · rw [hm, SemiconjBy, neg_mul]
      exact h.anticomm ha _
    · exact h.comm _ _ _ _ (fun e => hm (hp e).symm)
  have hW := (((((hs 0).mul_right (hs 1)).mul_right (hs 2)).mul_right (hs 3)).mul_right
    (hs 4)).mul_right (hs 5)
  fin_cases k <;> simpa [SemiconjBy, flux, outward] using hW

/-- For a hexagon with distinct sites, the ordered product of the ring bonds is `W`, the square
of `W` is one, and `W` commutes with each of the six bonds. -/
theorem honeycomb_plaquette (h : IsPauli σ) (hp : Injective p) :
    bond σ p 0 * bond σ p 1 * bond σ p 2 * bond σ p 3 * bond σ p 4 * bond σ p 5 = flux σ p ∧
    flux σ p * flux σ p = 1 ∧ ∀ k, Commute (bond σ p k) (flux σ p) := by
  refine ⟨bond_product h hp, ?_, fun k => ?_⟩
  · -- a product of commuting involutions is an involution
    have inv : ∀ x y : A, x * x = 1 → y * y = 1 → Commute x y → x * y * (x * y) = 1 :=
      fun x y hx hy c => by rw [c.symm.mul_mul_mul_comm, hx, hy, one_mul]
    have s := fun m => h.sq (outward m) (p m)
    have c : ∀ m n, m ≠ n → Commute (σ (outward m) (p m)) (σ (outward n) (p n)) :=
      fun m n hmn => h.comm _ _ _ _ (hp.ne hmn)
    have i1 := inv _ _ (s 0) (s 1) (by simp [c])
    have i2 := inv _ _ i1 (s 2) (by simp [c])
    have i3 := inv _ _ i2 (s 3) (((c 0 3 (by decide)).mul_left (c 1 3 (by decide))).mul_left
      (c 2 3 (by decide)))
    have i4 := inv _ _ i3 (s 4) ((((c 0 4 (by decide)).mul_left (c 1 4 (by decide))).mul_left
      (c 2 4 (by decide))).mul_left (c 3 4 (by decide)))
    have i5 := inv _ _ i4 (s 5) (((((c 0 5 (by decide)).mul_left (c 1 5 (by decide))).mul_left
      (c 2 5 (by decide))).mul_left (c 3 5 (by decide))).mul_left (c 4 5 (by decide)))
    exact i5
  · -- the two ends of a bond each give a minus sign
    have d1 : ∀ k, bondAxis k ≠ outward k := by decide
    have d2 : ∀ k, bondAxis k ≠ outward (k + 1) := by decide
    change bond σ p k * flux σ p = flux σ p * bond σ p k
    rw [bond, mul_assoc, site_anticomm h hp (k + 1) (d2 k), mul_neg, ← mul_assoc,
      site_anticomm h hp k (d1 k), neg_mul, neg_neg, mul_assoc]

/-- The qubit configuration `s` with the qubit at site `j` flipped. -/
def flipAt [DecidableEq ι] (s : ι → Bool) (j : ι) : ι → Bool := update s j (!s j)

/-- The Pauli operators acting on wavefunctions of qubit configurations. -/
noncomputable def qubitPauli [DecidableEq ι] (a : Axis) (j : ι) :
    Module.End ℂ ((ι → Bool) → ℂ) where
  toFun ψ s := match a with
    | .x => ψ (flipAt s j)
    | .y => (bif s j then Complex.I else -Complex.I) * ψ (flipAt s j)
    | .z => (bif s j then -1 else 1) * ψ s
  map_add' ψ φ := by
    funext s
    cases a <;> simp [mul_add]
  map_smul' c ψ := by
    funext s
    cases a <;> simp [mul_left_comm]

/-- The Pauli operators on qubit wavefunctions satisfy the Pauli relations, for any set of
sites. -/
theorem qubitPauli_witness [DecidableEq ι] :
    IsPauli (qubitPauli : Axis → ι → Module.End ℂ ((ι → Bool) → ℂ)) := by
  have ff : ∀ (s : ι → Bool) j, flipAt (flipAt s j) j = s := fun s j => by simp [flipAt]
  have fs : ∀ (s : ι → Bool) j, flipAt s j j = !s j := fun s j => by simp [flipAt]
  have hI : ∀ c : ℂ, Complex.I * (Complex.I * c) = -c := fun c => by
    rw [← mul_assoc, Complex.I_mul_I, neg_one_mul]
  refine ⟨fun a j => ?_, fun j => ?_, fun j => ?_, fun j => ?_, fun a b j k hjk => ?_⟩
  · refine LinearMap.ext fun ψ => funext fun s => ?_
    cases a <;> cases hs : s j <;> simp [qubitPauli, ff, fs, hs, hI]
  · refine LinearMap.ext fun ψ => funext fun s => ?_
    cases hs : s j <;> simp [qubitPauli, ff, fs, hs]
  · refine LinearMap.ext fun ψ => funext fun s => ?_
    cases hs : s j <;> simp [qubitPauli, fs, hs]
  · refine LinearMap.ext fun ψ => funext fun s => ?_
    cases hs : s j <;> simp [qubitPauli, hs, hI]
  · -- flips on different sites commute and do not see each other
    have f1 : ∀ s : ι → Bool, flipAt s j k = s k := fun s => update_of_ne hjk.symm _ _
    have f2 : ∀ s : ι → Bool, flipAt s k j = s j := fun s => update_of_ne hjk _ _
    have fc : ∀ s : ι → Bool, flipAt (flipAt s j) k = flipAt (flipAt s k) j := by
      intro s
      change update (update s j (!s j)) k (!flipAt s j k)
        = update (update s k (!s k)) j (!flipAt s k j)
      rw [f1, f2, update_comm hjk]
    change qubitPauli a j * qubitPauli b k = qubitPauli b k * qubitPauli a j
    refine LinearMap.ext fun ψ => funext fun s => ?_
    cases a <;> cases b <;>
      simp only [qubitPauli, Module.End.mul_apply, LinearMap.coe_mk, AddHom.coe_mk, f1, f2, fc]
        <;> ring

end HoneycombPlaquette
```

```lean
#print axioms HoneycombPlaquette.honeycomb_plaquette
```

```
'HoneycombPlaquette.honeycomb_plaquette' depends on axioms: [propext, Classical.choice, Quot.sound]
```

## Six bonds and one operator

In Kitaev's honeycomb model, spins one half sit on a honeycomb lattice, and each nearest-neighbour coupling uses a single spin axis fixed by the direction of the bond. Neighbouring bonds share a site but use different axes there, so they anticommute, and the terms of the Hamiltonian cannot all be diagonalised together. One therefore looks for operators that commute with the bonds.

Around one hexagon, with sites numbered 0 to 5, the bonds are

$$Z_0Z_1,\quad X_1X_2,\quad Y_2Y_3,\quad Z_3Z_4,\quad X_4X_5,\quad Y_5Y_0 .$$

The theorem `honeycomb_plaquette` says three things about them. Their product in this order is

$$W = X_0Y_1Z_2X_3Y_4Z_5 ,$$

the square of $W$ is one, and $W$ commutes with each of the six bonds.

By linearity, a Hamiltonian made of these six ring bonds with any couplings then commutes with $W$, so a numerical diagonalisation of that ring can treat the sectors $W=+1$ and $W=-1$ separately.

## Spins, axes and the hexagon in Lean

The operator along axis `a` on site `j` is `σ a j`, an element of a complex algebra `A`. The hypothesis `IsPauli σ` collects the relations of spin one half: each operator squares to one, $XY=iZ$, $YZ=iX$ and $ZX=iY$ on every site, and operators on different sites commute. Anticommutation on a site is derived from these. The algebra carries no adjoint, so Hermiticity plays no part.

The set of sites `ι` is arbitrary and may be much larger than the hexagon. The function `p` places the ring in it, and `Injective p` says that the six sites are distinct. In the literature $p$ usually labels a plaquette; here it lists the plaquette's sites.

`bond σ p k` joins ring sites $k$ and $k+1$, with $5+1=0$, along the axis `bondAxis k`. The axis `outward k` is the one that neither ring bond at site $k$ uses; on the lattice it belongs to the bond leaving the hexagon there. The operator $W$ is called `flux`, a word that often means its eigenvalue.

The relations are realised by actual qubits. `qubitPauli` acts on complex functions of qubit configurations, with `false` as the state where $Z=+1$, and `qubitPauli_witness` shows that it satisfies `IsPauli` for any set of sites. With exactly six sites this is the usual space of dimension 64.

The step from here to the full lattice concerns the other bonds. A bond leaving the hexagon at site 0 is $X_0X_m$ with $m$ off the ring. Its factor $X_0$ meets only $X_0$ in $W$ on its own site, so by hand one sees that it commutes with $W$; the theorem itself speaks only of the six ring bonds.

## Why the phase is one

Written out, the product already has the two factors of each site from 1 to 5 side by side:

$$Z_0\,(Z_1X_1)(X_2Y_2)(Y_3Z_3)(Z_4X_4)(X_5Y_5)\,Y_0 .$$

Each bracket gives a factor $i$ and the third Pauli operator, so this equals

$$i^5\, Z_0\,(Y_1Z_2X_3Y_4Z_5)\,Y_0 .$$

The last factor $Y_0$ commutes with everything on sites 1 to 5 and can move left to $Z_0$. Since $Z_0Y_0=-Y_0Z_0=-iX_0$, the total phase is $i^5(-i)=-i^6=1$, and $W$ remains. On the triangle there are only two brackets, and the phase is $i^2(-i)=i$.

`bond_product` follows this order. Its first `calc` step is the bracketing, which needs only associativity. The second applies the cyclic relations and collects the scalars. The last uses `hc`, which moves $Y_0$ past the other five sites, together with `zy` for $Z_0Y_0$ and `I6` for $i^5\cdot i=-1$.

The sign in $Z_0Y_0=-Y_0Z_0$ comes from `IsPauli.anticomm`. If $s,t,u$ square to one and $st=iu$, then $(st)^2=-u^2=-1$, and therefore

$$ts = s\,s\,t\,s\,t\,t = s\,(st)^2\,t = -st .$$

The auxiliary statement `core` is this computation. It is applied to the three cyclic relations, and a case split over the axes covers both orders of each pair.

## Why $W$ squares to one and commutes with the bonds

The six factors of $W$ sit on different sites, so they commute, and each squares to one. Hence $W^2=1$. In Lean, `inv` states that the product of two commuting involutions is an involution, and `i1` to `i5` add one factor of $W$ at a time.

Now take a Pauli operator on ring site $k$ whose axis is not the outward one. Moved through $W$, it commutes with the five factors on other sites and anticommutes with the one on its own, so it anticommutes with $W$. This is `site_anticomm`. There `hs` records what happens at each factor, `hW` chains the six results, and a check of the six values of $k$ finishes the proof.

A bond contains two such operators. For $Z_0Z_1$,

$$Z_0Z_1W = -Z_0WZ_1 = WZ_0Z_1 ,$$

and the other bonds behave alike, because the axis of a ring bond differs from the outward axis at both of its ends. The facts `d1` and `d2` confirm this by going through all six bonds, and the closing rewrite applies `site_anticomm` once at each end, so that the two signs cancel.

For `qubitPauli_witness`, both sides of each relation are evaluated on an arbitrary wavefunction and configuration. The relations on a single site reduce to the two values of that qubit; those between different sites hold because flipping one qubit leaves the other unchanged and the two flips can be done in either order.
